# Principal axes of the angle-averaged Rashba–Dresselhaus relaxation tensor

In a (001) quantum well, scattering between directions of motion turns precession about the spin-orbit field into spin relaxation. If the relaxation rates due to Rashba coupling and to Dresselhaus coupling are computed separately and then added, the result treats all in-plane spin directions alike, because each mechanism alone does. With both couplings present this is wrong: the field enters squared, and a cross term between the two strengths survives the average over directions of motion. The problems below compute the full tensor and find its axes.

## The field and its tensor

An electron moves in the plane at angle $f$ on a circular Fermi contour. Its spin feels the field

$$W(f) = (\alpha\sin f+\beta\cos f,\; -\alpha\cos f-\beta\sin f,\; 0),$$

where $\alpha$ is the Rashba strength and $\beta$ the Dresselhaus strength. Both are real, of either sign, and have absorbed the Fermi wave number and a factor $2/\hbar$: the spin-orbit Hamiltonian is $\frac{\hbar}{2}W\cdot\sigma$, with $\sigma$ the vector of Pauli matrices, so that $W$ is a precession frequency. The form of $W$ fixes the convention: the first two axes are the cubic axes of a (001) quantum well, and only the part of the Dresselhaus coupling linear in the wave vector is kept.

Components carry the indices 0, 1, 2 for $x, y, z$, as in Lean's `Fin 3`. Write $\langle g\rangle$ for the integral of $g$ over $[0,2\pi]$ divided by $2\pi$. The tensor is

$$G_{ij} = \big\langle |W|^2\delta_{ij}-W_iW_j\big\rangle .$$

In the file, $W$ is `field`, the average is `angularAverage` and $G$ is `relaxationTensor`. The dot product `⬝ᵥ` gives $|W|^2$, and the identity matrix supplies $\delta_{ij}$.

```lean
import Mathlib

open Matrix

namespace RashbaDresselhausRelaxation

noncomputable section

/-- The spin-orbit field at angle `f` on a circular Fermi contour, with Rashba strength `α`
and Dresselhaus strength `β`. -/
def field (α β f : ℝ) : Fin 3 → ℝ :=
  ![α * Real.sin f + β * Real.cos f, -α * Real.cos f - β * Real.sin f, 0]

/-- The average of a function of the angle over one full turn. -/
def angularAverage (g : ℝ → ℝ) : ℝ :=
  (∫ f in (0 : ℝ)..(2 * Real.pi), g f) / (2 * Real.pi)

/-- The tensor `G` whose entries are the angular averages of `|W|² δ_ij - W_i W_j`,
where `W` is the spin-orbit field. -/
def relaxationTensor (α β : ℝ) : Matrix (Fin 3) (Fin 3) ℝ :=
  Matrix.of fun i j => angularAverage fun f =>
    (field α β f ⬝ᵥ field α β f) * (1 : Matrix (Fin 3) (Fin 3) ℝ) i j
      - field α β f i * field α β f j
```

## (a) Averaging a quadratic form in sine and cosine

**Task.** For real $p,q,r$, show that

$$\langle p\sin^2 f+q\sin f\cos f+r\cos^2 f\rangle=\frac{p+r}{2}.$$

**Solution.** Take

$$F(f)=\frac{p+r}{2}f+\frac{r-p}{2}\sin f\cos f+\frac q2\sin^2 f .$$

Its derivative is

$$F'(f)=\frac{p+r}{2}+\frac{r-p}{2}(\cos^2 f-\sin^2 f)+q\sin f\cos f .$$

Multiplying the constant by $\sin^2 f+\cos^2 f=1$ gives the coefficient $p$ for $\sin^2 f$ and $r$ for $\cos^2 f$, so $F'$ is the integrand. Since $\sin 0=\sin 2\pi=0$, we have $F(2\pi)-F(0)=(p+r)\pi$. Division by $2\pi$ gives the claim.

The Lean lemma accepts any function `g` that equals such a form at every angle. `hF` is the derivative of $F$, with `linear_combination` inserting $\sin^2+\cos^2=1$. The fundamental theorem of calculus then evaluates the integral, continuity supplying integrability.

```lean
/-- A quadratic form in `sin f` and `cos f` averages to half the sum of its two
diagonal coefficients. -/
theorem angularAverage_quadratic {g : ℝ → ℝ} {p q r : ℝ}
    (hg : ∀ f, g f = p * Real.sin f ^ 2 + q * (Real.sin f * Real.cos f)
      + r * Real.cos f ^ 2) :
    angularAverage g = (p + r) / 2 := by
  -- an explicit antiderivative
  have hF : ∀ x : ℝ, HasDerivAt (fun y : ℝ => (p + r) / 2 * y
      + (r - p) / 2 * (Real.sin y * Real.cos y)
      + q / 2 * (Real.sin y * Real.sin y))
      (p * Real.sin x ^ 2 + q * (Real.sin x * Real.cos x) + r * Real.cos x ^ 2) x := by
    intro x
    have h := (((hasDerivAt_id' x).const_mul ((p + r) / 2)).fun_add
      (((Real.hasDerivAt_sin x).fun_mul (Real.hasDerivAt_cos x)).const_mul
        ((r - p) / 2))).fun_add
      (((Real.hasDerivAt_sin x).fun_mul (Real.hasDerivAt_sin x)).const_mul (q / 2))
    refine h.congr_deriv ?_
    linear_combination (-(p + r) / 2) * Real.sin_sq_add_cos_sq x
  have hc : Continuous fun x : ℝ =>
      p * Real.sin x ^ 2 + q * (Real.sin x * Real.cos x) + r * Real.cos x ^ 2 := by
    fun_prop
  have hpi : (2 * Real.pi) ≠ 0 := by positivity
  rw [angularAverage, funext hg,
    intervalIntegral.integral_eq_sub_of_hasDerivAt (fun x _ => hF x)
      (hc.intervalIntegrable _ _), div_eq_iff hpi]
  simp only [Real.sin_two_pi, Real.sin_zero]
  ring
```

## (b) The tensor in closed form

**Task.** Show that

$$G=\begin{pmatrix}\frac{\alpha^2+\beta^2}{2}&\alpha\beta&0\\ \alpha\beta&\frac{\alpha^2+\beta^2}{2}&0\\ 0&0&\alpha^2+\beta^2\end{pmatrix}.$$

**Solution.** Split the field into a sine and a cosine amplitude, $W=a\sin f+b\cos f$ with $a=(\alpha,-\beta,0)$ and $b=(\beta,-\alpha,0)$. Both amplitudes have squared length $\alpha^2+\beta^2$, and $a\cdot b=2\alpha\beta$, so

$$|W|^2=\alpha^2+\beta^2+4\alpha\beta\sin f\cos f .$$

By part (a) the mixed terms drop out, leaving

$$G_{ij}=(\alpha^2+\beta^2)\delta_{ij}-\tfrac12(a_ia_j+b_ib_j).$$

The two in-plane diagonal entries are $\alpha^2+\beta^2-\tfrac12(\alpha^2+\beta^2)$. The off-diagonal one is $G_{01}=-\tfrac12(-\alpha\beta-\alpha\beta)=\alpha\beta$. Since $a_2=b_2=0$, the last row and column contain only $G_{22}=\alpha^2+\beta^2$.

The Lean proof gives part (a) these same coefficients for general `i` and `j`. It then checks the nine entries twice: first that the integrand has the stated form, then that half of $p+r$ is the stated entry.

```lean
/-- The tensor `G` in closed form. -/
theorem relaxationTensor_eq (α β : ℝ) :
    relaxationTensor α β =
      !![(α ^ 2 + β ^ 2) / 2, α * β, 0;
         α * β, (α ^ 2 + β ^ 2) / 2, 0;
         0, 0, α ^ 2 + β ^ 2] := by
  ext i j
  rw [relaxationTensor, Matrix.of_apply]
  -- the field is a sine amplitude plus a cosine amplitude in each component
  refine (angularAverage_quadratic
    (p := (α ^ 2 + β ^ 2) * (1 : Matrix (Fin 3) (Fin 3) ℝ) i j
      - ![α, -β, 0] i * ![α, -β, 0] j)
    (q := 4 * α * β * (1 : Matrix (Fin 3) (Fin 3) ℝ) i j
      - (![α, -β, 0] i * ![β, -α, 0] j + ![β, -α, 0] i * ![α, -β, 0] j))
    (r := (α ^ 2 + β ^ 2) * (1 : Matrix (Fin 3) (Fin 3) ℝ) i j
      - ![β, -α, 0] i * ![β, -α, 0] j) (fun f => ?_)).trans ?_
  · fin_cases i <;> fin_cases j <;>
      simp [field, dotProduct, Fin.sum_univ_succ] <;> ring
  · fin_cases i <;> fin_cases j <;> simp <;> ring
```

## (c) The tensor as an average over two precessions

**Task.** Show that for every spin vector $S$, independent of $f$,

$$\langle W\times(S\times W)\rangle=GS .$$

**Solution.** The double cross product expands to

$$W\times(S\times W)=|W|^2S-W(W\cdot S).$$

Its component $i$ is $\sum_j(|W|^2\delta_{ij}-W_iW_j)S_j$. Averaging with $S$ held fixed gives $\sum_jG_{ij}S_j$.

This is what connects $G$ to relaxation. A spin precesses according to $\dot S=W\times S$, and the second-order effect of the precession is $W\times(W\times S)=-W\times(S\times W)$. If scattering randomises the angle with a single correlation time $\tau$, short compared with the precession period, the mean spin obeys $\dot S=-\tau GS$. That scattering model is a physical assumption and plays no part in the theorems, which concern the angular average alone.

Lean states the identity for each component `i`, with `⨯₃` for the cross product and `*ᵥ` for matrix times vector. Its proof works componentwise: it writes each component of the double product as a quadratic form in sine and cosine, applies part (a), and compares with the matrix of part (b).

```lean
/-- For every spin `S`, the angular average of the double cross product `W × (S × W)`
with the spin-orbit field `W` is `G S`. -/
theorem average_double_precession (α β : ℝ) (S : Fin 3 → ℝ) (i : Fin 3) :
    angularAverage (fun f => (field α β f ⨯₃ (S ⨯₃ field α β f)) i)
      = (relaxationTensor α β *ᵥ S) i := by
  rw [relaxationTensor_eq]
  fin_cases i
  · refine (angularAverage_quadratic (p := β ^ 2 * S 0 + α * β * S 1)
      (q := 2 * α * β * S 0 + (α ^ 2 + β ^ 2) * S 1)
      (r := α ^ 2 * S 0 + α * β * S 1) (fun f => ?_)).trans ?_
    · simp [cross_apply, field]
      ring
    · simp [Matrix.mulVec, dotProduct, Fin.sum_univ_succ]
      ring
  · refine (angularAverage_quadratic (p := α ^ 2 * S 1 + α * β * S 0)
      (q := 2 * α * β * S 1 + (α ^ 2 + β ^ 2) * S 0)
      (r := β ^ 2 * S 1 + α * β * S 0) (fun f => ?_)).trans ?_
    · simp [cross_apply, field]
      ring
    · simp [Matrix.mulVec, dotProduct, Fin.sum_univ_succ]
      ring
  · refine (angularAverage_quadratic (p := (α ^ 2 + β ^ 2) * S 2)
      (q := 4 * α * β * S 2)
      (r := (α ^ 2 + β ^ 2) * S 2) (fun f => ?_)).trans ?_
    · simp [cross_apply, field]
      ring
    · simp [Matrix.mulVec, dotProduct, Fin.sum_univ_succ]
```

## (d) Eigenvectors and eigenvalues

**Task.** Show that

$$G\begin{pmatrix}1\\1\\0\end{pmatrix}=\frac{(\alpha+\beta)^2}{2}\begin{pmatrix}1\\1\\0\end{pmatrix},\qquad
G\begin{pmatrix}1\\-1\\0\end{pmatrix}=\frac{(\alpha-\beta)^2}{2}\begin{pmatrix}1\\-1\\0\end{pmatrix},$$

and that $(0,0,1)$ is an eigenvector whose eigenvalue is the sum of these two.

**Solution.** Apply the matrix of part (b). On $(1,\pm1,0)$ the first component is

$$\frac{\alpha^2+\beta^2}{2}\pm\alpha\beta=\frac{(\alpha\pm\beta)^2}{2},$$

the second is $\pm1$ times this, and the third is zero. On $(0,0,1)$ the factor is $\alpha^2+\beta^2=\frac{(\alpha+\beta)^2}{2}+\frac{(\alpha-\beta)^2}{2}$.

The unit vectors along the in-plane axes are $(1,\pm1,0)/\sqrt2$, with the same eigenvalues. For non-interacting electrons on a circular contour with linear coupling, and under the scattering model of part (c), $\tau$ times these eigenvalues are the relaxation rates of a spatially uniform spin polarisation along the three axes. A spin-transport simulation can be compared with them in that limit.

The theorem is a conjunction of the three equations, where `•` multiplies a vector by a number. After substituting part (b), Lean compares components and closes the algebra with `ring`.

```lean
/-- The directions `(1,1,0)`, `(1,-1,0)` and `(0,0,1)` are eigenvectors of `G` with eigenvalues
`(α+β)²/2`, `(α-β)²/2` and the sum of these two. -/
theorem relaxationTensor_eigenvectors (α β : ℝ) :
    relaxationTensor α β *ᵥ ![1, 1, 0] = ((α + β) ^ 2 / 2) • ![1, 1, 0] ∧
    relaxationTensor α β *ᵥ ![1, -1, 0] = ((α - β) ^ 2 / 2) • ![1, -1, 0] ∧
    relaxationTensor α β *ᵥ ![0, 0, 1]
      = ((α + β) ^ 2 / 2 + (α - β) ^ 2 / 2) • ![0, 0, 1] := by
  rw [relaxationTensor_eq]
  refine ⟨?_, ?_, ?_⟩ <;> ext i <;> fin_cases i <;>
    simp [Matrix.mulVec, dotProduct, Fin.sum_univ_succ] <;> ring
```

## (e) When some spin does not relax

**Task.** Show that

$$\exists\,S\neq0:\ GS=0\quad\Longleftrightarrow\quad\alpha^2=\beta^2 .$$

**Solution.** A nonzero null vector exists exactly when the determinant vanishes. From part (b),

$$\det G=(\alpha^2+\beta^2)\left[\frac{(\alpha^2+\beta^2)^2}{4}-\alpha^2\beta^2\right]=\frac{(\alpha^2+\beta^2)(\alpha^2-\beta^2)^2}{4}.$$

If this is zero, one of its factors is. Either $\alpha^2-\beta^2=0$, or $\alpha^2+\beta^2=0$, in which case both strengths vanish and again $\alpha^2=\beta^2$. Conversely, $\alpha^2=\beta^2$ makes the determinant zero.

If the strengths are not both zero, part (d) identifies the direction: $(1,-1,0)$ for $\alpha=\beta$, and $(1,1,0)$ for $\alpha=-\beta$. If both vanish, $G=0$ and every spin is annihilated. Within this model such a spin component has zero relaxation rate; the cubic Dresselhaus term and other relaxation mechanisms are absent from it.

In Lean, `hdet` is the determinant formula, `Matrix.exists_mulVec_eq_zero_iff` translates the existence of $S$ into a vanishing determinant, and `mul_eq_zero` separates the two cases.

```lean
/-- Some nonzero spin is annihilated by `G` exactly when the Rashba and Dresselhaus
strengths are equal in magnitude. -/
theorem exists_unrelaxed_spin_iff (α β : ℝ) :
    (∃ S : Fin 3 → ℝ, S ≠ 0 ∧ relaxationTensor α β *ᵥ S = 0) ↔ α ^ 2 = β ^ 2 := by
  -- a nonzero null vector exists exactly when the determinant vanishes
  have hdet : (relaxationTensor α β).det
      = (α ^ 2 + β ^ 2) * (α ^ 2 - β ^ 2) ^ 2 / 4 := by
    rw [relaxationTensor_eq, Matrix.det_fin_three]
    simp
    ring
  rw [Matrix.exists_mulVec_eq_zero_iff, hdet]
  constructor
  · intro h
    have h' : (α ^ 2 + β ^ 2) * (α ^ 2 - β ^ 2) ^ 2 = 0 := by linarith
    rcases mul_eq_zero.mp h' with h1 | h1
    · linarith [sq_nonneg α, sq_nonneg β]
    · exact sub_eq_zero.mp (pow_eq_zero_iff (two_ne_zero)|>.mp h1)
  · intro h
    rw [h]
    ring
```

## (f) The field at every angle

**Task.** Part (e) concerns an average. Show that the field itself satisfies

$$W(f)\times(1,-1,0)=0\ \text{ for all } f\quad\Longleftrightarrow\quad\alpha=\beta .$$

**Solution.** Since $W_2=0$, components 0 and 1 of the cross product vanish. Component 2 is

$$-(W_0+W_1)=-(\alpha-\beta)(\sin f-\cos f).$$

At $f=0$ this equals $\alpha-\beta$, so its vanishing there forces $\alpha=\beta$. Conversely, $\alpha=\beta$ makes it zero at every angle.

For equal strengths, then, a spin along $(1,-1,0)$ does not precess at any point of the contour. Collinearity is expressed by a zero cross product, which includes angles where the field itself vanishes. The Lean proof follows the same two directions: `h0` is component 2 at angle zero, and the converse checks all three components after setting the strengths equal.

```lean
/-- The spin-orbit field is collinear with `(1,-1,0)` at every angle exactly when the Rashba
and Dresselhaus strengths are equal. -/
theorem field_collinear_iff (α β : ℝ) :
    (∀ f, field α β f ⨯₃ ![1, -1, 0] = 0) ↔ α = β := by
  constructor
  · intro h
    -- the angle zero already decides
    have h0 := congrFun (h 0) 2
    simp [cross_apply, field] at h0
    linarith
  · rintro rfl f
    ext i
    fin_cases i <;> simp [cross_apply, field]

end

end RashbaDresselhausRelaxation
```

```lean
#print axioms RashbaDresselhausRelaxation.relaxationTensor_eq
-- 'RashbaDresselhausRelaxation.relaxationTensor_eq' depends on axioms: [propext, Classical.choice, Quot.sound]
#print axioms RashbaDresselhausRelaxation.average_double_precession
-- 'RashbaDresselhausRelaxation.average_double_precession' depends on axioms: [propext, Classical.choice, Quot.sound]
#print axioms RashbaDresselhausRelaxation.exists_unrelaxed_spin_iff
-- 'RashbaDresselhausRelaxation.exists_unrelaxed_spin_iff' depends on axioms: [propext, Classical.choice, Quot.sound]
#print axioms RashbaDresselhausRelaxation.field_collinear_iff
-- 'RashbaDresselhausRelaxation.field_collinear_iff' depends on axioms: [propext, Classical.choice, Quot.sound]
```
